# The Linearized Quasiparticle Correction Is Too Small for a Finite Sum of Positive-Strength Poles Below the Mean-Field Energy

A quasiparticle energy contains a self-energy evaluated at that same energy, and it is often estimated by linearizing the self-energy. Here the linearized estimate is compared with the exact solution above all poles, for a self-energy that is a finite sum of real poles with positive strengths and a mean-field energy that also lies above all of them.

```lean
import Mathlib

open Finset

namespace QuasiparticleLinearization

noncomputable section

variable {ι : Type*} [Fintype ι]

/-- The self-energy `S(w) = ∑ g_i / (w - p_i)` with pole strengths `g_i` and pole positions `p_i`,
for frequencies `w` different from every pole. -/
def selfEnergy (g p : ι → ℝ) (w : ℝ) : ℝ := ∑ i, g i / (w - p i)

/-- The quasiparticle weight `Z(w) = 1 / (1 - S'(w))`, for `w` away from the poles
with `S'(w) ≠ 1`. -/
def weight (g p : ι → ℝ) (w : ℝ) : ℝ := 1 / (1 - deriv (selfEnergy g p) w)

/-- `E` is a quasiparticle energy above all poles: it solves the Dyson equation `E = e + S(E)`
for the mean-field energy `e`. -/
def IsQuasiparticle (g p : ι → ℝ) (e E : ℝ) : Prop :=
  (∀ i, p i < E) ∧ E = e + selfEnergy g p E

/-- Away from the poles the self-energy has the slope `-∑ g_i / (w - p_i)²`. -/
theorem hasDerivAt_selfEnergy (g p : ι → ℝ) {w : ℝ} (hw : ∀ i, w ≠ p i) :
    HasDerivAt (selfEnergy g p) (-∑ i, g i / (w - p i) ^ 2) w := by
  have h : ∀ i ∈ (univ : Finset ι),
      HasDerivAt (fun x => g i / (x - p i)) (-(g i / (w - p i) ^ 2)) w := by
    intro i _
    have h1 := (hasDerivAt_const w (g i)).fun_div
      ((hasDerivAt_id' w).sub_const (p i)) (sub_ne_zero.mpr (hw i))
    exact h1.congr_deriv (by ring)
  have hs := HasDerivAt.fun_sum h
  rw [Finset.sum_neg_distrib] at hs
  exact hs

/-- With at least one pole and all pole strengths positive, the self-energy has negative slope above
all poles. -/
theorem deriv_selfEnergy_neg [Nonempty ι] {g p : ι → ℝ} (hg : ∀ i, 0 < g i) {w : ℝ}
    (hw : ∀ i, p i < w) : deriv (selfEnergy g p) w < 0 := by
  rw [(hasDerivAt_selfEnergy g p fun i => (hw i).ne').deriv]
  have h : 0 < ∑ i, g i / (w - p i) ^ 2 :=
    Finset.sum_pos (fun i _ => div_pos (hg i) (pow_pos (sub_pos.mpr (hw i)) 2)) univ_nonempty
  linarith

/-- With at least one pole and all pole strengths positive, the quasiparticle weight above all poles
lies strictly between 0 and 1. -/
theorem weight_mem_Ioo [Nonempty ι] {g p : ι → ℝ} (hg : ∀ i, 0 < g i) {w : ℝ}
    (hw : ∀ i, p i < w) : 0 < weight g p w ∧ weight g p w < 1 := by
  have h := deriv_selfEnergy_neg hg hw
  have hD : 0 < 1 - deriv (selfEnergy g p) w := by linarith
  refine ⟨one_div_pos.mpr hD, ?_⟩
  unfold weight
  rw [div_lt_one hD]
  linarith

/-- With at least one pole and all pole strengths positive, the self-energy above all poles lies
strictly above each of its tangents, except at the point of contact. -/
theorem tangent_lt_selfEnergy [Nonempty ι] {g p : ι → ℝ} (hg : ∀ i, 0 < g i) {u w : ℝ}
    (hu : ∀ i, p i < u) (hw : ∀ i, p i < w) (huw : u ≠ w) :
    selfEnergy g p w + deriv (selfEnergy g p) w * (u - w) < selfEnergy g p u := by
  rw [(hasDerivAt_selfEnergy g p fun i => (hw i).ne').deriv]
  have h : 0 < ∑ i, (g i / (u - p i) - g i / (w - p i) + g i / (w - p i) ^ 2 * (u - w)) := by
    refine Finset.sum_pos (fun i _ => ?_) univ_nonempty
    have ha : 0 < u - p i := sub_pos.mpr (hu i)
    have hb : 0 < w - p i := sub_pos.mpr (hw i)
    have ha' := ha.ne'
    have hb' := hb.ne'
    -- each pole contributes a manifestly positive remainder
    have key : g i / (u - p i) - g i / (w - p i) + g i / (w - p i) ^ 2 * (u - w)
        = g i * (u - w) ^ 2 / ((u - p i) * (w - p i) ^ 2) := by
      field_simp
      ring
    rw [key]
    have hsq : 0 < (u - w) ^ 2 := sq_pos_of_ne_zero (sub_ne_zero.mpr huw)
    exact div_pos (mul_pos (hg i) hsq) (mul_pos ha (pow_pos hb 2))
  rw [Finset.sum_add_distrib, Finset.sum_sub_distrib, ← Finset.sum_mul] at h
  unfold selfEnergy
  linarith

/-- With at least one pole and all pole strengths positive, the self-energy decreases strictly above
all poles. -/
theorem selfEnergy_lt [Nonempty ι] {g p : ι → ℝ} (hg : ∀ i, 0 < g i) {u w : ℝ}
    (hu : ∀ i, p i < u) (huw : u < w) : selfEnergy g p w < selfEnergy g p u := by
  have hw : ∀ i, p i < w := fun i => (hu i).trans huw
  have h1 := tangent_lt_selfEnergy hg hu hw huw.ne
  have h2 := mul_pos_of_neg_of_neg (deriv_selfEnergy_neg hg hw) (sub_neg.mpr huw)
  linarith

/-- With at least one pole and all pole strengths positive, linearizing the Dyson equation at any
energy `w` above all poles and below the quasiparticle energy `E` gives a new energy strictly
between `w` and `E`. -/
theorem linearized_step_between [Nonempty ι] {g p : ι → ℝ} (hg : ∀ i, 0 < g i) {e E w : ℝ}
    (hE : IsQuasiparticle g p e E) (hw : ∀ i, p i < w) (hwE : w < E) :
    w < w + weight g p w * (e + selfEnergy g p w - w) ∧
      w + weight g p w * (e + selfEnergy g p w - w) < E := by
  obtain ⟨hpE, hEq⟩ := hE
  have hS := selfEnergy_lt hg hw hwE
  have hT := tangent_lt_selfEnergy hg hpE hw hwE.ne'
  have hD : 0 < 1 - deriv (selfEnergy g p) w := by
    linarith [deriv_selfEnergy_neg hg hw]
  constructor
  · have h := mul_pos (weight_mem_Ioo hg hw).1
      (show 0 < e + selfEnergy g p w - w by linarith)
    linarith
  · -- the tangent inequality bounds the step by the distance to `E`
    have h : (e + selfEnergy g p w - w) / (1 - deriv (selfEnergy g p) w) < E - w := by
      rw [div_lt_iff₀ hD]
      linarith
    have h' : weight g p w * (e + selfEnergy g p w - w)
        = (e + selfEnergy g p w - w) / (1 - deriv (selfEnergy g p) w) := by
      unfold weight
      ring
    linarith

/-- With at least one pole, all pole strengths positive and a mean-field energy `e` above all poles,
there is exactly one quasiparticle energy `E` above all poles, and
`e < e + Z(e) S(e) < E < e + S(e)`: the linearized correction has the right sign but is too small,
and the one without `Z` is too large. -/
theorem linearized_quasiparticle_too_small [Nonempty ι] {g p : ι → ℝ} (hg : ∀ i, 0 < g i)
    {e : ℝ} (he : ∀ i, p i < e) :
    (∃! E, IsQuasiparticle g p e E) ∧
      ∀ E, IsQuasiparticle g p e E →
        e < e + weight g p e * selfEnergy g p e ∧
        e + weight g p e * selfEnergy g p e < E ∧
        E < e + selfEnergy g p e := by
  have hpos : ∀ w, (∀ i, p i < w) → 0 < selfEnergy g p w := fun w hw =>
    Finset.sum_pos (fun i _ => div_pos (hg i) (sub_pos.mpr (hw i))) univ_nonempty
  have hSe := hpos e he
  constructor
  · -- existence: `w - S(w)` passes the value `e` between `e` and `e + S(e)`
    have hc : ContinuousOn (selfEnergy g p) (Set.Icc e (e + selfEnergy g p e)) :=
      fun x hx => (hasDerivAt_selfEnergy g p
        fun i => ((he i).trans_le hx.1).ne').continuousAt.continuousWithinAt
    have hf : ContinuousOn (fun x => x - selfEnergy g p x)
        (Set.Icc e (e + selfEnergy g p e)) := continuousOn_id.sub hc
    have hlt := selfEnergy_lt hg he (show e < e + selfEnergy g p e by linarith)
    obtain ⟨E, hE, hEe⟩ := intermediate_value_Icc (by linarith) hf
      (show e ∈ Set.Icc (e - selfEnergy g p e)
        (e + selfEnergy g p e - selfEnergy g p (e + selfEnergy g p e)) from
        ⟨by linarith, by linarith⟩)
    have hEe' : E - selfEnergy g p E = e := hEe
    refine ⟨E, ⟨fun i => (he i).trans_le hE.1, by linarith⟩, ?_⟩
    -- uniqueness: `S` decreases while `w - e` increases
    rintro F ⟨hF, hFe⟩
    rcases lt_trichotomy F E with h | h | h
    · linarith [selfEnergy_lt hg hF h]
    · exact h
    · linarith [selfEnergy_lt hg (fun i => (he i).trans_le hE.1) h]
  · intro E hE
    have heE : e < E := by linarith [hpos E hE.1, hE.2]
    have h := linearized_step_between hg hE he heE
    rw [add_sub_cancel_left] at h
    exact ⟨h.1, h.2, by linarith [selfEnergy_lt hg he heE, hE.2]⟩

/-- For a single pole of strength `g > 0` at `p`, the quasiparticle energy above the pole is
`E = (e + p + √((e - p)² + 4g)) / 2`. -/
theorem single_pole_iff {g : ℝ} (hg : 0 < g) (p e E : ℝ) :
    IsQuasiparticle (fun _ : Unit => g) (fun _ => p) e E ↔
      E = (e + p + Real.sqrt ((e - p) ^ 2 + 4 * g)) / 2 := by
  have hS : selfEnergy (fun _ : Unit => g) (fun _ => p) E = g / (E - p) := by
    simp [selfEnergy]
  unfold IsQuasiparticle
  rw [hS]
  constructor
  · rintro ⟨hp, hE⟩
    have hd : 0 < E - p := sub_pos.mpr (hp ())
    have hq : 0 < g / (E - p) := div_pos hg hd
    have hm : (E - e) * (E - p) = g := by
      rw [show E - e = g / (E - p) by linarith]
      exact div_mul_cancel₀ g hd.ne'
    have hr : (e - p) ^ 2 + 4 * g = (2 * E - e - p) ^ 2 := by
      linear_combination (-4) * hm
    rw [hr, Real.sqrt_sq (by linarith)]
    ring
  · intro hE
    have h0 := Real.sqrt_nonneg ((e - p) ^ 2 + 4 * g)
    have h2 := Real.sq_sqrt (show 0 ≤ (e - p) ^ 2 + 4 * g by positivity)
    set r := Real.sqrt ((e - p) ^ 2 + 4 * g)
    have hd : 0 < E - p := by
      by_contra hn
      have h3 : r ≤ p - e := by linarith
      nlinarith
    refine ⟨fun _ => by linarith, ?_⟩
    have hm : g = (E - e) * (E - p) := by
      rw [hE]
      linear_combination (-1 / 4) * h2
    have hq : g / (E - p) = E - e := by
      rw [div_eq_iff hd.ne']
      exact hm
    linarith

end

end QuasiparticleLinearization
```

```lean
#print axioms QuasiparticleLinearization.linearized_quasiparticle_too_small
#print axioms QuasiparticleLinearization.single_pole_iff
```

```
'QuasiparticleLinearization.linearized_quasiparticle_too_small' depends on axioms: [propext, Classical.choice, Quot.sound]
'QuasiparticleLinearization.single_pole_iff' depends on axioms: [propext, Classical.choice, Quot.sound]
```

## One solution above the poles, and bounds on both sides

Let $e$ be the mean-field energy of a level (not the elementary charge), and let the poles sit at real energies $p_i$ with strengths $g_i$. The self-energy, often written $\Sigma$, is

$$S(w)=\sum_i \frac{g_i}{w-p_i},$$

and the quasiparticle energy $E$ solves the Dyson equation $E=e+S(E)$. Expanding $S$ to first order around $e$ turns this into a linear equation, whose solution is

$$E_{\rm lin}=e+Z(e)\,S(e),\qquad Z(w)=\frac{1}{1-S'(w)}.$$

The main theorem, `linearized_quasiparticle_too_small`, assumes that there is at least one pole, that every $g_i$ is positive and that $e$ exceeds every $p_i$. It concludes that exactly one $E$ above all poles solves the Dyson equation, and that

$$e<e+Z(e)S(e)<E<e+S(e).$$

The linearized correction therefore has the right sign but is too small, while the correction without $Z$ is too large.

In Lean, the index type `ι` labels the poles; `Fintype ι` makes their number finite and `Nonempty ι` makes it at least one. The functions `g` and `p` give strengths and positions, `selfEnergy g p w` is $S(w)$, and `weight g p w` is $Z(w)$, defined with the derivative of $S$ itself. The predicate `IsQuasiparticle g p e E` says two things: $E$ lies above every pole, and it solves the Dyson equation. The uniqueness expressed by `∃!` thus concerns only the region above the poles. Under the hypotheses of the main theorem there is always at least one more solution, below the lowest pole.

The usual quasiparticle weight is $Z$ at the quasiparticle energy $E$. The factor in the linearized formula is $Z$ at the mean-field energy $e$, and the two numbers generally differ.

A single pole shows the sizes involved. In arbitrary energy units take $p=0$, $e=1$ and $g=2$. Then $E=2$, because $1+2/2=2$. At the mean-field energy $S(e)=2$ and $S'(e)=-2$, so $Z(e)=1/3$ and $E_{\rm lin}=5/3$, while leaving out $Z$ gives $3$. The weight at the solution is $Z(E)=2/3$.

## A level pushed up by the states below it

A pole of the self-energy stands for a state with which the level can mix. Its strength is the squared modulus of a coupling, which is why $g_i$ is positive and has the dimension of energy squared. States below the level push it upwards, and the push weakens as the level moves away from them. Linearization accounts for this weakening but exaggerates it, since it extends the steep slope at $e$ all the way to the solution.

The hypotheses are met exactly in a finite, non-interacting problem of quantum mechanics: one level $e$ coupled by nonzero matrix elements $V_i$ to levels $p_i$ below it that are not coupled to each other. Eliminating those levels gives $g_i=|V_i|^2$, and $E$ is the highest eigenvalue.

In the uniform electron gas the self-energy has a continuous spectrum on both sides of the quasiparticle energy. Applying the model to that system would mean replacing this two-sided continuum by finitely many poles below $e$, and nothing proved here justifies that replacement. A pole above the level contributes a negative, concave term, which can spoil the ordering. The real poles also leave out the finite lifetime of a quasiparticle.

## A convex curve and its tangents

Throughout, $w$ and $u$ are energies above all poles.

**Slope and weight.** Differentiating term by term gives

$$S'(w)=-\sum_i\frac{g_i}{(w-p_i)^2}<0.$$

Hence $1-S'(w)>1$ and $0<Z(w)<1$. `hasDerivAt_selfEnergy` proves the formula with the quotient rule for each pole and the sum rule for derivatives. `deriv_selfEnergy_neg` and `weight_mem_Ioo` read off the two inequalities.

**Tangents lie below the curve.** For one pole, subtract from the term at $u$ its tangent at $w$:

$$\frac{g_i}{u-p_i}-\frac{g_i}{w-p_i}+\frac{g_i(u-w)}{(w-p_i)^2}
=\frac{g_i(u-w)^2}{(u-p_i)(w-p_i)^2}.$$

To check this, write $a=u-p_i$ and $b=w-p_i$. Over the common denominator $ab^2$, the numerator is $g_i(b^2-ab+a^2-ab)=g_i(a-b)^2$. The right-hand side is positive if $u\neq w$, so summing over the poles gives

$$S(u)>S(w)+S'(w)(u-w).$$

This is `tangent_lt_selfEnergy`. Its intermediate claim `key` is the one-pole identity, proved by clearing denominators with `field_simp` and comparing polynomials with `ring`.

**The self-energy decreases.** If $u<w$, then $S'(w)(u-w)$ is a product of two negative numbers and hence positive. The tangent inequality then gives $S(u)>S(w)$, which is `selfEnergy_lt`.

**One linearized step.** Let $w$ lie above the poles and below a solution $E$. Replacing $S$ by its tangent at $w$ gives an equation for a new energy $x$:

$$x=e+S(w)+S'(w)(x-w).$$

Subtracting $w$ and collecting the terms in $x-w$ gives

$$x=w+Z(w)\,[e+S(w)-w].$$

The step goes up, because $S(w)>S(E)=E-e$ makes the bracket larger than $E-w>0$. It stops short of $E$, because the tangent inequality at $u=E$ reads

$$E-e=S(E)>S(w)+S'(w)(E-w),$$

which rearranges to

$$(E-w)\,[1-S'(w)]>e+S(w)-w.$$

Dividing by the positive factor $1-S'(w)$ gives $x<E$. The theorem `linearized_step_between` contains both halves, and `div_lt_iff₀` performs the division. Since $x$ again lies above the poles and below $E$, the theorem applies to the next step too. In the example, the second step leads from $5/3$ to $85/43\approx1.977$, still below $2$.

**Existence.** Above the poles every term of $S$ is positive, so $S(e)>0$. Consider $f(x)=x-S(x)$ on the interval from $e$ to $e+S(e)$. At the left end $f(e)=e-S(e)<e$. At the right end

$$f(e+S(e))=e+S(e)-S(e+S(e))>e,$$

because $S$ decreases. As $f$ is continuous there, it takes the value $e$ at some $E$ in the interval, and $E-S(E)=e$ is the Dyson equation. The Lean proof obtains continuity from differentiability and finds $E$ with `intermediate_value_Icc`.

**Uniqueness and bounds.** Suppose $F<E$ were two solutions above the poles. Then $S(F)>S(E)$, whereas the Dyson equation gives $S(F)=F-e<E-e=S(E)$, a contradiction. The proof treats the two possible orders with `lt_trichotomy`. For the bounds, positivity of $S(E)$ gives $E>e$, so the linearized step can start at $w=e$. There the bracket reduces to $S(e)$, and the step theorem gives the first two inequalities of the chain. The last one is $E=e+S(E)<e+S(e)$.

**A single pole.** Multiplying the Dyson equation by $E-p$ gives $(E-e)(E-p)=g$, a quadratic equation with the roots

$$E=\frac{e+p\pm\sqrt{(e-p)^2+4g}}{2}.$$

Since $g>0$, the square root exceeds $|e-p|$, so the upper root lies above $p$ and the lower one below it. `single_pole_iff` states that being a quasiparticle energy above the pole is equivalent to being the upper root. It requires $g>0$ but lets $e$ lie on either side of $p$. In the forward direction the proof recognises $(e-p)^2+4g$ as the square of $2E-e-p$; in the other it checks that the root lies above the pole and satisfies the quadratic equation.

## The same step in a one-shot GW calculation

One common form of one-shot GW calculation linearizes the quasiparticle equation; others solve it without linearization. In the linearized form, one starts, for example, from a Kohn–Sham level $\varepsilon$ and computes the expectation values of the exchange self-energy $\Sigma_x$ and the exchange-correlation potential $v_{xc}$. The correlation self-energy $\Sigma_c$ and its slope are evaluated at $\varepsilon$, and the linearized energy is

$$\varepsilon+Z(\varepsilon)\,[\Sigma_x-v_{xc}+\Sigma_c(\varepsilon)].$$

This is the step above with $w=\varepsilon$, $S=\Sigma_c$ and $e=\varepsilon+\Sigma_x-v_{xc}$, so the static terms belong to $e$. Under the one-sided pole model, and if $\varepsilon$ lies above the poles and below $E$, `linearized_step_between` places the result between $\varepsilon$ and $E$. A full GW self-energy also has poles associated with empty states, at higher energies, and then this bound is not available in general.

## A self-energy given by its shape

The statement could also have been modelled without poles, by taking $S$ to be any differentiable function that is positive, strictly decreasing and strictly convex above some energy $a$, with $e>a$. The argument for the bounds would be the same, with the tangent inequality coming from convexity and no longer from an identity for each pole. Such a version would include a continuous, positive spectral density confined to energies below $a$. The finite sum has hypotheses that can be read directly as couplings and level positions, and it derives the convexity from them.
